# Past equal mixing, a smaller residual puts a two-state trial vector nearer the upper eigenstate

If a falling residual is read as progress towards the lower of two states, an eigensolver can deliver the wrong band with an excellent convergence record. For a normalised trial vector mixed from two eigenstates, with the residual measured in the inverse-overlap metric, the danger begins once the upper state has more than half the weight: as long as it keeps that majority, reducing the residual raises the energy. This bears on residual minimisation with ultrasoft pseudopotentials, here for fixed matrices and a one-parameter family of trial states.

## Two eigenstates and their mixture

H is the Hamiltonian and S the overlap matrix, both complex and of finite size; states are coefficient vectors. Write ⟨x, y⟩ = Σᵢ conj(xᵢ) yᵢ, in Lean `star x ⬝ᵥ y`. For a trial state u, the Rayleigh quotient, residual and squared residual norm are

ρ = ⟨u, Hu⟩ / ⟨u, Su⟩
r = Hu − ρSu
R = ⟨r, S⁻¹r⟩

The definitions `rayleigh` and `residualNormSq` take real parts, so that their values are real numbers.

```lean
import Mathlib

open Matrix Filter Topology
open scoped ComplexOrder

noncomputable section

namespace UltrasoftResidualMinimization

variable {n : Type*} [Fintype n] [DecidableEq n]

/-- The Rayleigh quotient of a trial state `u` for the Hamiltonian `H` and the overlap `S`,
meaningful for states of nonzero `S`-norm. -/
def rayleigh (H S : Matrix n n ℂ) (u : n → ℂ) : ℝ :=
  (star u ⬝ᵥ H *ᵥ u).re / (star u ⬝ᵥ S *ᵥ u).re

/-- The residual `H u - ρ S u`, with `ρ` the Rayleigh quotient of `u`
(for `u` of nonzero `S`-norm). -/
def residual (H S : Matrix n n ℂ) (u : n → ℂ) : n → ℂ :=
  H *ᵥ u - (rayleigh H S u : ℂ) • (S *ᵥ u)

/-- The squared residual norm in the metric `S⁻¹`, for invertible `S` and `u` of nonzero
`S`-norm. -/
def residualNormSq (H S : Matrix n n ℂ) (u : n → ℂ) : ℝ :=
  (star (residual H S u) ⬝ᵥ S⁻¹ *ᵥ residual H S u).re
```

The trial state is u(t) = cos t a + sin t b. Its coefficients are real, but a relative phase can be absorbed into b.

```lean
/-- The trial state `cos t a + sin t b`. -/
def mix (a b : n → ℂ) (t : ℝ) : n → ℂ :=
  (Real.cos t : ℂ) • a + (Real.sin t : ℂ) • b
```

The structure `EigenPair` collects the assumptions on a and b. Self-consistent changes of H, admixture of a third state and any particular update scheme are not modelled.

```lean
/-- Two `S`-normalised eigenstates `a`, `b` of a Hermitian pencil with positive definite
overlap, at energies `e < f`. -/
structure EigenPair (H S : Matrix n n ℂ) (a b : n → ℂ) (e f : ℝ) : Prop where
  hermitian : H.IsHermitian
  overlap : S.PosDef
  lower : H *ᵥ a = (e : ℂ) • (S *ᵥ a)
  upper : H *ᵥ b = (f : ℂ) • (S *ᵥ b)
  norm_lower : star a ⬝ᵥ S *ᵥ a = 1
  norm_upper : star b ⬝ᵥ S *ᵥ b = 1
  gap : e < f
```

## Hermitian H and distinct energies make the states orthogonal

Hermiticity makes energy expectation values real. By hand, evaluate one matrix element in two ways:

⟨a, Hb⟩ = f⟨a, Sb⟩
⟨a, Hb⟩ = conj⟨b, Ha⟩ = e conj⟨b, Sa⟩ = e⟨a, Sb⟩

Hence (f − e)⟨a, Sb⟩ = 0, and e ≠ f gives ⟨a, Sb⟩ = 0. In Lean, `hermitian_swap` supplies the conjugation, `h1` and `h2` are the two evaluations, and `linear_combination` subtracts them.

```lean
variable {H S : Matrix n n ℂ} {a b : n → ℂ} {e f : ℝ}

omit [DecidableEq n] in
/-- Exchanging the two states in a matrix element of a Hermitian matrix conjugates it. -/
theorem hermitian_swap {A : Matrix n n ℂ} (hA : A.IsHermitian) (x y : n → ℂ) :
    star x ⬝ᵥ A *ᵥ y = star (star y ⬝ᵥ A *ᵥ x) := by
  have h : star x ⬝ᵥ A *ᵥ y = star (star (A *ᵥ y) ⬝ᵥ x) := Matrix.star_dotProduct _ _
  rw [h, Matrix.star_mulVec, hA.eq, ← Matrix.dotProduct_mulVec]

omit [DecidableEq n] in
/-- The two eigenstates are `S`-orthogonal. -/
theorem EigenPair.orthogonal (h : EigenPair H S a b e f) : star a ⬝ᵥ S *ᵥ b = 0 := by
  -- evaluate the matrix element of `H` from the right and from the left
  have h1 : star a ⬝ᵥ H *ᵥ b = (f : ℂ) * (star a ⬝ᵥ S *ᵥ b) := by
    rw [h.upper, dotProduct_smul, smul_eq_mul]
  have he : star (e : ℂ) = e := Complex.conj_ofReal e
  have h2 : star a ⬝ᵥ H *ᵥ b = (e : ℂ) * (star a ⬝ᵥ S *ᵥ b) := by
    rw [hermitian_swap h.hermitian a b, h.lower, dotProduct_smul, smul_eq_mul, star_mul', he,
      hermitian_swap h.overlap.isHermitian a b]
  have h3 : ((f : ℂ) - e) * (star a ⬝ᵥ S *ᵥ b) = 0 := by linear_combination h2 - h1
  have hfe : (f : ℂ) - e ≠ 0 := sub_ne_zero.mpr fun q => h.gap.ne' (Complex.ofReal_injective q)
  exact (mul_eq_zero.mp h3).resolve_left hfe
```

Without Hermiticity the formula for R can fail. Take S = 1 and H = [[0, 1], [0, 1]], with normalised eigenvectors (1, 0) and (1, 1)/√2 at energies 0 and 1. At t = π/4, R is (2 − √2)/8, whereas orthogonal states would give 1/4.

## Unit S-norm turns the angle into a weight

The conditions ⟨a, Sa⟩ = ⟨b, Sb⟩ = 1 say that each state carries one electron's norm, including the augmentation charge that an ultrasoft pseudopotential contributes through S. With orthogonality they give, for real coefficients,

⟨xa + yb, S(pa + qb)⟩ = xp + yq

so ⟨u, Su⟩ = cos²t + sin²t = 1, and sin²t is the weight of b. `EigenPair.gram` proves this by expanding the four products.

```lean
omit [DecidableEq n] in
/-- The `S`-overlap of two real combinations of the eigenstates is the Euclidean product of
their coefficients. -/
theorem EigenPair.gram (h : EigenPair H S a b e f) (x y p q : ℝ) :
    star ((x : ℂ) • a + (y : ℂ) • b) ⬝ᵥ S *ᵥ ((p : ℂ) • a + (q : ℂ) • b)
      = ((x * p + y * q : ℝ) : ℂ) := by
  have hba : star b ⬝ᵥ S *ᵥ a = 0 := by
    rw [hermitian_swap h.overlap.isHermitian b a, h.orthogonal, star_zero]
  simp only [star_add, star_smul, mulVec_add, mulVec_smul, add_dotProduct, dotProduct_add,
    smul_dotProduct, dotProduct_smul, h.norm_lower, h.norm_upper, h.orthogonal, hba,
    smul_eq_mul, Complex.star_def, Complex.conj_ofReal, Complex.ofReal_add, Complex.ofReal_mul]
  ring
```

With unequal norms, t = π/4 would no longer mean equal weights, and the maximum of R would move away from it.

## The eigenvalue equations fix the residual's direction

Ha = eSa and Hb = fSb say that a and b are exact stationary states of the fixed H. Write c = cos t and s = sin t. Then

Hu = S(ec a + fs b)
ρ = ec² + fs²

In `rayleigh_mix`, `hH` is the first line, and two uses of `gram` evaluate the numerator and denominator.

```lean
omit [DecidableEq n] in
/-- The Rayleigh quotient of the trial state is `e cos² t + f sin² t`. -/
theorem EigenPair.rayleigh_mix (h : EigenPair H S a b e f) (t : ℝ) :
    rayleigh H S (mix a b t) = e * Real.cos t ^ 2 + f * Real.sin t ^ 2 := by
  have hH : H *ᵥ mix a b t
      = S *ᵥ (((Real.cos t * e : ℝ) : ℂ) • a + ((Real.sin t * f : ℝ) : ℂ) • b) := by
    simp only [mix, mulVec_add, mulVec_smul, h.lower, h.upper, smul_smul, Complex.ofReal_mul]
  have h1 : Real.cos t * Real.cos t + Real.sin t * Real.sin t = 1 := by
    linarith [Real.sin_sq_add_cos_sq t, sq (Real.sin t), sq (Real.cos t)]
  unfold rayleigh
  rw [hH]
  unfold mix
  rw [h.gram, h.gram, Complex.ofReal_re, Complex.ofReal_re, h1]
  ring
```

Since e − ρ = −(f − e)s² and f − ρ = (f − e)c²,

r = c(e − ρ)Sa + s(f − ρ)Sb
  = (f − e)sc S(−s a + c b)
  = (f − e)sc Sw, with w = u(t + π/2)

Lean checks this component by component, with s² + c² = 1 entering through `hcs`.

```lean
omit [DecidableEq n] in
/-- The residual is `(f - e) sin t cos t` times `S` applied to the trial state at angle
`t + π/2`. -/
theorem EigenPair.residual_mix (h : EigenPair H S a b e f) (t : ℝ) :
    residual H S (mix a b t)
      = (((f - e) * Real.sin t * Real.cos t : ℝ) : ℂ) •
        (S *ᵥ mix a b (t + Real.pi / 2)) := by
  have hcs : (Real.sin t : ℂ) ^ 2 + (Real.cos t : ℂ) ^ 2 = 1 := by
    rw [← Complex.ofReal_pow, ← Complex.ofReal_pow, ← Complex.ofReal_add,
      Real.sin_sq_add_cos_sq, Complex.ofReal_one]
  unfold residual
  rw [h.rayleigh_mix]
  unfold mix
  rw [Real.cos_add_pi_div_two, Real.sin_add_pi_div_two]
  simp only [mulVec_add, mulVec_smul, h.lower, h.upper]
  ext i
  simp only [Pi.add_apply, Pi.sub_apply, Pi.smul_apply, smul_eq_mul, Complex.ofReal_add,
    Complex.ofReal_sub, Complex.ofReal_mul, Complex.ofReal_pow, Complex.ofReal_neg]
  linear_combination (-((Real.cos t : ℂ) * e * (S *ᵥ a) i
    + (Real.sin t : ℂ) * f * (S *ᵥ b) i)) * hcs
```

If b were not an eigenstate, the residual would not vanish at t = π/2, and a small residual would not single out b.

## Positive definite overlap supplies the metric

Positive definiteness means that every nonzero state has positive norm once augmentation is included. It is assumed here, not derived from a pseudopotential construction. It makes S invertible and S⁻¹ a metric for residuals:

R = (f − e)²s²c² ⟨Sw, S⁻¹Sw⟩
  = (f − e)²s²c² ⟨w, Sw⟩
  = (f − e)²s²c²

In the proof, `hinv` cancels S⁻¹S, and `hw` is the normalisation of w.

```lean
/-- The squared residual norm in the metric `S⁻¹` is `(f - e)² sin² t cos² t`. -/
theorem EigenPair.residualNormSq_mix (h : EigenPair H S a b e f) (t : ℝ) :
    residualNormSq H S (mix a b t)
      = (f - e) ^ 2 * Real.sin t ^ 2 * Real.cos t ^ 2 := by
  have hinv : S⁻¹ * S = 1 := Matrix.nonsing_inv_mul S h.overlap.det_pos.ne'.isUnit
  -- the rotated state is again `S`-normalised
  have hw : star (mix a b (t + Real.pi / 2)) ⬝ᵥ S *ᵥ mix a b (t + Real.pi / 2) = 1 := by
    unfold mix
    rw [h.gram, ← sq, ← sq, Real.cos_sq_add_sin_sq, Complex.ofReal_one]
  have hw' : star (S *ᵥ mix a b (t + Real.pi / 2)) ⬝ᵥ mix a b (t + Real.pi / 2) = 1 := by
    rw [Matrix.star_mulVec, h.overlap.isHermitian.eq, ← Matrix.dotProduct_mulVec, hw]
  unfold residualNormSq
  rw [h.residual_mix, mulVec_smul, Matrix.mulVec_mulVec, hinv, Matrix.one_mulVec, star_smul,
    smul_dotProduct, dotProduct_smul, hw', smul_eq_mul, smul_eq_mul, mul_one,
    Complex.star_def, Complex.conj_ofReal, ← Complex.ofReal_mul, Complex.ofReal_re]
  ring
```

The calculation itself uses only that S is Hermitian and invertible. For an indefinite S, however, ⟨r, S⁻¹r⟩ would not be a squared norm for general residuals.

Modelling the residual with the plain norm ⟨r, r⟩ would replace the factor ⟨w, Sw⟩ = 1 by ⟨w, S²w⟩. That factor generally depends on t, so the turning point would generally leave π/4.

## The order e < f makes b the upper state

The double-angle formula gives

R = ((f − e) sin(2t) / 2)²

On [0, π/4], 2t runs from 0 to π/2 and the sine increases; on [π/4, π/2], 2t runs from π/2 to π and it decreases. The sine is nonnegative throughout, so squaring preserves the order. `hN` is the formula, and `key` reduces both halves to comparing sines.

```lean
/-- The squared residual norm increases strictly on `[0, π/4]` and decreases strictly on
`[π/4, π/2]`. -/
theorem EigenPair.residual_monotonicity (h : EigenPair H S a b e f) :
    StrictMonoOn (fun t => residualNormSq H S (mix a b t)) (Set.Icc 0 (Real.pi / 4)) ∧
    StrictAntiOn (fun t => residualNormSq H S (mix a b t))
      (Set.Icc (Real.pi / 4) (Real.pi / 2)) := by
  have hd : 0 < (f - e) / 2 := by linarith [h.gap]
  have hN : ∀ t, residualNormSq H S (mix a b t) = ((f - e) / 2 * Real.sin (2 * t)) ^ 2 := by
    intro t
    rw [h.residualNormSq_mix, Real.sin_two_mul]
    ring
  -- it suffices to compare `sin (2 t)`, which is nonnegative on `[0, π/2]`
  have key : ∀ x y, 0 ≤ x → x ≤ Real.pi / 2 → Real.sin (2 * x) < Real.sin (2 * y) →
      residualNormSq H S (mix a b x) < residualNormSq H S (mix a b y) := by
    intro x y h0 h1 hxy
    rw [hN, hN]
    have hs := Real.sin_nonneg_of_nonneg_of_le_pi (x := 2 * x) (by linarith) (by linarith)
    exact pow_lt_pow_left₀ (mul_lt_mul_of_pos_left hxy hd) (mul_nonneg hd.le hs) two_ne_zero
  have hpi := Real.pi_pos
  constructor
  · intro x hx y hy hxy
    exact key x y hx.1 (by linarith [hx.2]) (Real.sin_lt_sin_of_lt_of_le_pi_div_two
      (by linarith [hx.1]) (by linarith [hy.2]) (by linarith))
  · intro x hx y hy hxy
    refine key y x (by linarith [hy.1]) hy.2 ?_
    rw [← Real.cos_sub_pi_div_two, ← Real.cos_sub_pi_div_two]
    exact Real.cos_lt_cos_of_nonneg_of_le_pi (by linarith [hx.1]) (by linarith [hy.2])
      (by linarith)
```

The energy behaves differently:

ρ = e + (f − e)sin²t

It increases strictly on all of [0, π/2], because sin t is nonnegative and increasing there and f − e > 0.

```lean
omit [DecidableEq n] in
/-- The Rayleigh quotient increases strictly with the mixing angle on `[0, π/2]`. -/
theorem EigenPair.rayleigh_strictMono (h : EigenPair H S a b e f) :
    StrictMonoOn (fun t => rayleigh H S (mix a b t)) (Set.Icc 0 (Real.pi / 2)) := by
  intro x hx y hy hxy
  have hpi := Real.pi_pos
  have hs := Real.sin_lt_sin_of_lt_of_le_pi_div_two (by linarith [hx.1]) hy.2 hxy
  have h0 := Real.sin_nonneg_of_nonneg_of_le_pi hx.1 (by linarith [hx.2])
  have hsq := pow_lt_pow_left₀ hs h0 two_ne_zero
  have hm := mul_lt_mul_of_pos_left hsq (sub_pos.mpr h.gap)
  simp only [h.rayleigh_mix, Real.cos_sq']
  linarith
```

If e = f, every nonzero mixture is an eigenstate, R is zero throughout and strict monotonicity is lost. If e > f, R behaves as before, but b is the lower state.

## Angles beyond π/4 select the limit

Let tₖ be any sequence of angles in [π/4, π/2], so that the upper state has at least half the weight, and suppose that R(tₖ) → 0. Since sin²tₖ ≥ 1/2,

cos²tₖ ≤ 2R(tₖ) / (f − e)² → 0

Sine and cosine are nonnegative on this interval, so cos tₖ → 0, sin tₖ = √(1 − cos²tₖ) → 1 and u(tₖ) → b. The bound is `hle`; `squeeze_zero` passes to the limit, and square roots recover the cosine and sine.

```lean
/-- If the mixing angles stay in `[π/4, π/2]` and the residual norms tend to zero, the trial
states converge to the upper eigenstate `b`. -/
theorem EigenPair.tendsto_upper (h : EigenPair H S a b e f) (t : ℕ → ℝ)
    (ht : ∀ k, t k ∈ Set.Icc (Real.pi / 4) (Real.pi / 2))
    (hr : Tendsto (fun k => residualNormSq H S (mix a b (t k))) atTop (𝓝 0)) :
    Tendsto (fun k => mix a b (t k)) atTop (𝓝 b) := by
  have hpi := Real.pi_pos
  have hd : f - e ≠ 0 := (sub_pos.mpr h.gap).ne'
  -- the residual controls the weight `cos²` of the lower state
  have hle : ∀ k, Real.cos (t k) ^ 2
      ≤ 2 / (f - e) ^ 2 * residualNormSq H S (mix a b (t k)) := by
    intro k
    have h2 := Real.cos_nonpos_of_pi_div_two_le_of_le (x := 2 * t k)
      (by linarith [(ht k).1]) (by linarith [(ht k).2])
    rw [Real.cos_two_mul] at h2
    have hs : 1 / 2 ≤ Real.sin (t k) ^ 2 := by linarith [Real.sin_sq_add_cos_sq (t k)]
    have heq : 2 / (f - e) ^ 2 * residualNormSq H S (mix a b (t k))
        = 2 * Real.sin (t k) ^ 2 * Real.cos (t k) ^ 2 := by
      rw [h.residualNormSq_mix]
      field_simp
    rw [heq]
    nlinarith [mul_nonneg (sub_nonneg.mpr hs) (sq_nonneg (Real.cos (t k)))]
  have hc2 : Tendsto (fun k => Real.cos (t k) ^ 2) atTop (𝓝 0) := by
    refine squeeze_zero (fun k => sq_nonneg _) hle ?_
    simpa only [mul_zero] using hr.const_mul (2 / (f - e) ^ 2)
  have hc : Tendsto (fun k => Real.cos (t k)) atTop (𝓝 0) := by
    have q := hc2.sqrt
    rw [Real.sqrt_zero] at q
    exact q.congr fun k => Real.sqrt_sq
      (Real.cos_nonneg_of_mem_Icc ⟨by linarith [(ht k).1], (ht k).2⟩)
  have hs : Tendsto (fun k => Real.sin (t k)) atTop (𝓝 1) := by
    have q := (hc2.const_sub 1).sqrt
    rw [sub_zero, Real.sqrt_one] at q
    refine q.congr fun k => ?_
    rw [← Real.sin_sq, Real.sqrt_sq (Real.sin_nonneg_of_nonneg_of_le_pi
      (by linarith [(ht k).1]) (by linarith [(ht k).2]))]
  have hlim := (((Complex.continuous_ofReal.tendsto 0).comp hc).smul_const a).add
    (((Complex.continuous_ofReal.tendsto 1).comp hs).smul_const b)
  simp only [Complex.ofReal_zero, Complex.ofReal_one, zero_smul, one_smul, zero_add] at hlim
  exact hlim
```

Without the restriction on the angles, tₖ → 0 also sends R to zero, and the limit is a. Exchanging sine and cosine in the estimate gives the neighbouring result: on [0, π/4], a vanishing residual forces convergence to a.

## A two-level pencil with unequal overlaps

An explicit example satisfies every assumption, with off-diagonal coupling and S different from the identity. Its energies are −1 and 1, so R = sin²(2t), which reaches 1 at equal mixing.

```lean
/-- The pencil `H = [[0, 4], [4, 0]]`, `S = diag(2, 8)` has the normalised eigenstates
`(1/2, -1/4)` and `(1/2, 1/4)` at energies `-1` and `1`. -/
theorem eigenPair_witness :
    EigenPair !![0, 4; 4, 0] (Matrix.diagonal ![2, 8]) ![1 / 2, -1 / 4] ![1 / 2, 1 / 4]
      (-1) 1 where
  hermitian := by
    ext i j
    fin_cases i <;> fin_cases j <;> simp [Matrix.conjTranspose_apply]
  overlap := Matrix.PosDef.diagonal (by intro i; fin_cases i <;> simp)
  lower := by
    ext i
    fin_cases i <;> simp [Matrix.mulVec, dotProduct, Fin.sum_univ_succ] <;> norm_num
  upper := by
    ext i
    fin_cases i <;> simp [Matrix.mulVec, dotProduct, Fin.sum_univ_succ]
    norm_num
  norm_lower := by
    have h2 : (starRingEnd ℂ) 2 = 2 := by apply Complex.ext <;> simp
    have h4 : (starRingEnd ℂ) 4 = 4 := by apply Complex.ext <;> simp
    simp [Matrix.mulVec_diagonal, dotProduct, Fin.sum_univ_succ]
    norm_num [h2, h4]
  norm_upper := by
    have h2 : (starRingEnd ℂ) 2 = 2 := by apply Complex.ext <;> simp
    have h4 : (starRingEnd ℂ) 4 = 4 := by apply Complex.ext <;> simp
    simp [Matrix.mulVec_diagonal, dotProduct, Fin.sum_univ_succ]
    norm_num [h2, h4]
  gap := by norm_num

end UltrasoftResidualMinimization
```

```lean
#print axioms UltrasoftResidualMinimization.EigenPair.residual_monotonicity
-- 'UltrasoftResidualMinimization.EigenPair.residual_monotonicity' depends on axioms: [propext, Classical.choice, Quot.sound]
#print axioms UltrasoftResidualMinimization.EigenPair.rayleigh_strictMono
-- 'UltrasoftResidualMinimization.EigenPair.rayleigh_strictMono' depends on axioms: [propext, Classical.choice, Quot.sound]
#print axioms UltrasoftResidualMinimization.EigenPair.tendsto_upper
-- 'UltrasoftResidualMinimization.EigenPair.tendsto_upper' depends on axioms: [propext, Classical.choice, Quot.sound]
```
